# The zero-energy equation \(u''+gu/r^2=0\) has a real solution without zeros on \(r>0\) exactly when \(g\le 1/4\)

A particle of mass \(m\) is attracted to a centre by the potential \(-C/r^2\), where \(C\) measures the strength of the attraction. The potential scales with distance in the same way as the kinetic energy, so the two together set no length. Does a real radial solution at zero energy keep one sign close to the centre, or does it keep oscillating on ever smaller scales?

For angular momentum \(l\), write the radial wavefunction as \(u(r)/r\). At zero energy the Schrödinger equation becomes

\[
u''(r)+\frac{g}{r^2}\,u(r)=0,\qquad g=\frac{2mC}{\hbar^2}-l(l+1).
\]

The dimensionless number \(g\) is the net attraction left after the centrifugal barrier has been subtracted. If \(g\le 1/4\), some real solution has no zero at any \(r>0\). If \(g>1/4\), every real solution that is not identically zero has zeros arbitrarily close to the origin. In terms of the potential, the threshold is \(2mC/\hbar^2=(l+1/2)^2\).

## The radial equation on the open half-line

The development uses Mathlib and works with real functions.

```lean
import Mathlib

open Real

namespace InverseSquareRadial

noncomputable section
```

A solution is a function \(u\) with a first and a second derivative at every \(r>0\), related by the equation above. In Lean, `u'` and `u''` are two further functions, and `HasDerivAt u (u' r) r` says that \(u\) has derivative \(u'(r)\) at \(r\). Since \(u''=-gu/r^2\) is continuous on \(r>0\), such a solution is automatically \(C^2\) there.

The type `ℝ → ℝ` makes \(u\) real and also gives it values at \(r\le 0\), but the definition ignores these. It imposes no boundary condition at the origin and no normalisation.

```lean
/-- The real function `u` is twice differentiable on `r > 0` and satisfies the
inverse-square radial equation `u'' + g u / r² = 0` there. -/
def IsRadialSolution (g : ℝ) (u : ℝ → ℝ) : Prop :=
  ∃ u' u'' : ℝ → ℝ, ∀ r : ℝ, 0 < r →
    HasDerivAt u (u' r) r ∧ HasDerivAt u' (u'' r) r ∧ u'' r + g * u r / r ^ 2 = 0
```

## A logarithmic mesh gives constant coefficients

Put \(r=e^t\) and divide out a factor \(\sqrt r\):

\[
y(t)=e^{-t/2}u(e^t).
\]

This is `logAmplitude u t`.

```lean
/-- The amplitude `y(t) = e^(-t/2) u(e^t)` on the logarithmic mesh `r = e^t`. -/
def logAmplitude (u : ℝ → ℝ) (t : ℝ) : ℝ := Real.exp (-t / 2) * u (Real.exp t)
```

The first derivative, called \(z\) in the code, is

\[
z(t)=y'(t)=e^{t/2}u'(e^t)-\tfrac12 e^{-t/2}u(e^t).
\]

Differentiating again gives

\[
z'=\tfrac12e^{t/2}u'+e^{3t/2}u''-\tfrac12e^{t/2}u'+\tfrac14e^{-t/2}u
=e^{3t/2}u''+\tfrac14e^{-t/2}u,
\]

with \(u\) and its derivatives taken at \(e^t\). The radial equation says \(e^{2t}u''=-gu\), and therefore

\[
y''=\left(\tfrac14-g\right)y.
\]

The factor \(e^{-t/2}\) has removed the first-derivative term and left the constant \(1/4\), which is the source of the threshold.

In the proof, `v` and `w` are \(u'\) and \(u''\). The chain rule supplies `hU` and `hV`, and `hw'` is the radial equation with its denominator cleared. The two final goals are the formulas for \(y'\) and \(z'\). In each, `linear_combination` collects the terms using \(e^{-t/2}e^t=e^{t/2}\).

```lean
/-- On the logarithmic mesh the inverse-square equation has constant coefficients:
`y'' = (1/4 - g) y`. -/
theorem logAmplitude_equation {g : ℝ} {u : ℝ → ℝ} (h : IsRadialSolution g u) :
    ∃ z : ℝ → ℝ, ∀ t, HasDerivAt (logAmplitude u) (z t) t ∧
      HasDerivAt z ((1 / 4 - g) * logAmplitude u t) t := by
  obtain ⟨v, w, h⟩ := h
  refine ⟨fun t => Real.exp (t / 2) * v (Real.exp t)
    - Real.exp (-t / 2) * u (Real.exp t) / 2, fun t => ?_⟩
  obtain ⟨hu, hv, hw⟩ := h (Real.exp t) (Real.exp_pos t)
  have hU : HasDerivAt (fun s => u (Real.exp s)) (v (Real.exp t) * Real.exp t) t :=
    hu.comp t (Real.hasDerivAt_exp t)
  have hV : HasDerivAt (fun s => v (Real.exp s)) (w (Real.exp t) * Real.exp t) t :=
    hv.comp t (Real.hasDerivAt_exp t)
  have hm : HasDerivAt (fun s : ℝ => Real.exp (-s / 2)) (Real.exp (-t / 2) * (-1 / 2)) t :=
    ((hasDerivAt_id' t).fun_neg.div_const 2).exp
  have hp : HasDerivAt (fun s : ℝ => Real.exp (s / 2)) (Real.exp (t / 2) * (1 / 2)) t :=
    ((hasDerivAt_id' t).div_const 2).exp
  have e : Real.exp (-t / 2) * Real.exp t = Real.exp (t / 2) := by
    rw [← Real.exp_add]
    congr 1
    ring
  -- the radial equation with the denominator cleared
  have hw' : w (Real.exp t) * Real.exp t ^ 2 = -(g * u (Real.exp t)) := by
    have hE := Real.exp_ne_zero t
    have h1 : w (Real.exp t) = -(g * u (Real.exp t) / Real.exp t ^ 2) := by linarith
    rw [h1]
    field_simp
  constructor
  · exact (hm.fun_mul hU).congr_deriv (by linear_combination v (Real.exp t) * e)
  · refine ((hp.fun_mul hV).fun_sub ((hm.fun_mul hU).div_const 2)).congr_deriv ?_
    unfold logAmplitude
    linear_combination Real.exp (-t / 2) * hw'
      - (w (Real.exp t) * Real.exp t + v (Real.exp t) / 2) * e
```

## A shift by \(\pi/\omega\) reverses the oscillator

For \(g>1/4\), write \(g=1/4+\omega^2\) with \(\omega>0\). The equation is now \(y''=-\omega^2y\). Here \(\omega\) is a dimensionless frequency in \(t=\log r\), not a frequency in time.

Two combinations of displacement and velocity are conserved:

\[
P=\omega y\cos\omega t-z\sin\omega t,\qquad
Q=\omega y\sin\omega t+z\cos\omega t.
\]

Indeed, using \(z'=-\omega^2y\),

\[
P'=\omega z\cos\omega t-\omega^2y\sin\omega t+\omega^2y\sin\omega t-\omega z\cos\omega t=0,
\]
\[
Q'=\omega z\sin\omega t+\omega^2y\cos\omega t-\omega^2y\cos\omega t-\omega z\sin\omega t=0.
\]

Solving for the displacement gives \(\omega y=P\cos\omega t+Q\sin\omega t\). Replacing \(t\) by \(t-\pi/\omega\) reverses both trigonometric functions and leaves \(P\) and \(Q\) unchanged, so

\[
y(t-\pi/\omega)=-y(t).
\]

The facts `dP` and `dQ` are the two vanishing derivatives, and `hP` and `hQ` equate the conserved values at the two times. The last step combines them with \(\sin^2+\cos^2=1\) and cancels \(\omega\). The lemma needs only \(\omega\ne0\); for negative \(\omega\) the shift is to a later time.

```lean
/-- If `y'' = -ω² y` with `ω ≠ 0`, then shifting the time by `-π/ω` reverses the displacement:
`y(t - π/ω) = -y(t)`. -/
theorem oscillator_half_period {ω : ℝ} (hω : ω ≠ 0) {y z : ℝ → ℝ}
    (hy : ∀ t, HasDerivAt y (z t) t) (hz : ∀ t, HasDerivAt z (-ω ^ 2 * y t) t) (t : ℝ) :
    y (t - π / ω) = -y t := by
  have hc (t : ℝ) : HasDerivAt (fun s => Real.cos (ω * s)) (-Real.sin (ω * t) * ω) t :=
    ((hasDerivAt_id' t).const_mul ω).cos.congr_deriv (by ring)
  have hs (t : ℝ) : HasDerivAt (fun s => Real.sin (ω * s)) (Real.cos (ω * t) * ω) t :=
    ((hasDerivAt_id' t).const_mul ω).sin.congr_deriv (by ring)
  -- two conserved combinations of position and velocity
  have dP (t : ℝ) : HasDerivAt
      (fun s => ω * y s * Real.cos (ω * s) - z s * Real.sin (ω * s)) 0 t :=
    ((((hy t).const_mul ω).fun_mul (hc t)).fun_sub ((hz t).fun_mul (hs t))).congr_deriv
      (by ring)
  have dQ (t : ℝ) : HasDerivAt
      (fun s => ω * y s * Real.sin (ω * s) + z s * Real.cos (ω * s)) 0 t :=
    ((((hy t).const_mul ω).fun_mul (hs t)).fun_add ((hz t).fun_mul (hc t))).congr_deriv
      (by ring)
  have hP := is_const_of_deriv_eq_zero (fun s => (dP s).differentiableAt)
    (fun s => (dP s).deriv) (t - π / ω) t
  have hQ := is_const_of_deriv_eq_zero (fun s => (dQ s).differentiableAt)
    (fun s => (dQ s).deriv) (t - π / ω) t
  have hphase : ω * (t - π / ω) = ω * t - π := by
    have h1 : ω * (π / ω) = π := by field_simp
    linear_combination -h1
  simp only [hphase, Real.cos_sub_pi, Real.sin_sub_pi] at hP hQ
  apply mul_left_cancel₀ hω
  linear_combination -Real.cos (ω * t) * hP - Real.sin (ω * t) * hQ
    - (ω * y (t - π / ω) + ω * y t) * Real.sin_sq_add_cos_sq (ω * t)
```

## Contracting the radius changes the sign of the solution

Set \(t=\log r\). Then \(y(t)=r^{-1/2}u(r)\), while

\[
y(t-\pi/\omega)=e^{\pi/(2\omega)}r^{-1/2}u(e^{-\pi/\omega}r).
\]

The half-period relation becomes

\[
u(e^{-\pi/\omega}r)=-e^{-\pi/(2\omega)}u(r).
\]

This is a discrete scale invariance: one particular contraction of the radius reproduces the solution up to a constant factor. In Lean, `h1` and `h2` rewrite the shifted exponentials, and the common nonzero factor \(r^{-1/2}\) is cancelled at the end.

```lean
/-- Discrete scale invariance: for `g = 1/4 + ω²` with `ω > 0`, contracting the radius by
`e^(-π/ω)` reverses the sign of a solution and multiplies its size by `e^(-π/(2ω))`. -/
theorem discrete_scaling {ω : ℝ} (hω : 0 < ω) {u : ℝ → ℝ}
    (h : IsRadialSolution (1 / 4 + ω ^ 2) u) {r : ℝ} (hr : 0 < r) :
    u (Real.exp (-(π / ω)) * r) = -Real.exp (-(π / (2 * ω))) * u r := by
  obtain ⟨z, hz⟩ := logAmplitude_equation h
  have e := oscillator_half_period hω.ne' (fun t => (hz t).1)
    (fun t => (hz t).2.congr_deriv (by ring)) (Real.log r)
  have h1 : Real.exp (Real.log r - π / ω) = Real.exp (-(π / ω)) * r := by
    rw [sub_eq_add_neg, add_comm, Real.exp_add, Real.exp_log hr]
  have h2 : Real.exp (-(Real.log r - π / ω) / 2)
      = Real.exp (π / (2 * ω)) * Real.exp (-Real.log r / 2) := by
    rw [← Real.exp_add]
    congr 1
    ring
  have h3 : Real.exp (-(π / (2 * ω))) * Real.exp (π / (2 * ω)) = 1 := by
    rw [← Real.exp_add, neg_add_cancel, Real.exp_zero]
  unfold logAmplitude at e
  rw [h1, h2, Real.exp_log hr] at e
  apply mul_left_cancel₀ (Real.exp_ne_zero (-Real.log r / 2))
  linear_combination Real.exp (-(π / (2 * ω))) * e
    - Real.exp (-Real.log r / 2) * u (Real.exp (-(π / ω)) * r) * h3
```

For a numerical instance take \(g=5/4\), so that \(\omega=1\), and the solution \(u(r)=\sqrt r\cos(\log r)\), for which \(y=\cos t\). The radius contracts by \(e^{-\pi}\approx0.0432\) and the amplitude by \(e^{-\pi/2}\approx0.208\). Starting from \(u(1)=1\):

- \(u(0.0432)\approx-0.208\)
- \(u(0.00187)\approx+0.0432\)

Between these last two radii there is a zero at \(r=e^{-3\pi/2}\approx0.00898\).

## Above the threshold, zeros accumulate at the origin

Let \(q=e^{-\pi/\omega}\) and \(k=e^{-\pi/(2\omega)}\), so that \(0<q<1\) and \(k>0\). Suppose \(u(r_0)\ne0\) at some \(r_0>0\). Repeated contraction gives

\[
u(q^n r_0)=(-k)^n u(r_0)\ne0.
\]

Given \(\varepsilon>0\), choose \(n\) with \(q^n r_0<\varepsilon\), and put \(c=q^n r_0\) and \(a=qc\). Then \(0<a<c<\varepsilon\) and

\[
u(a)\,u(c)=-k\,u(c)^2<0.
\]

Since \(u\) is continuous on \([a,c]\), it vanishes at some \(b\) between \(a\) and \(c\). Neither endpoint is a zero, so \(a<b<c\).

The theorem returns these three radii for every \(\varepsilon>0\), which puts a sign change and a zero inside every interval \((0,\varepsilon)\). Its hypothesis `hu₀` is the condition \(u(r_0)\neq0\), which excludes the identically zero solution. The code first obtains \(\omega=\sqrt{g-1/4}\). The induction `hne` proves that the contracted values are nonzero, `hsign` is the negative product, and `intermediate_value_uIcc` supplies \(b\).

```lean
/-- For `g > 1/4`, a solution that is nonzero somewhere on `r > 0` changes sign, with a zero
in between, inside every interval `(0, ε)`. -/
theorem oscillates_near_origin {g : ℝ} (hg : 1 / 4 < g) {u : ℝ → ℝ}
    (h : IsRadialSolution g u) {r₀ : ℝ} (hr₀ : 0 < r₀) (hu₀ : u r₀ ≠ 0)
    {ε : ℝ} (hε : 0 < ε) :
    ∃ a b c : ℝ, 0 < a ∧ a < b ∧ b < c ∧ c < ε ∧ u a * u c < 0 ∧ u b = 0 := by
  obtain ⟨ω, hω, rfl⟩ : ∃ ω : ℝ, 0 < ω ∧ g = 1 / 4 + ω ^ 2 :=
    ⟨√(g - 1 / 4), Real.sqrt_pos.2 (by linarith), by
      rw [Real.sq_sqrt (by linarith)]; ring⟩
  have hq : Real.exp (-(π / ω)) < 1 :=
    Real.exp_lt_one_iff.2 (neg_lt_zero.2 (div_pos Real.pi_pos hω))
  have hscale := fun (r : ℝ) (hr : 0 < r) => discrete_scaling hω h hr
  have hk := Real.exp_pos (-(π / (2 * ω)))
  have hq0 := Real.exp_pos (-(π / ω))
  generalize Real.exp (-(π / ω)) = q at hq hscale hq0
  generalize Real.exp (-(π / (2 * ω))) = k at hscale hk
  -- repeated contraction never reaches a zero
  have hne (n : ℕ) : u (q ^ n * r₀) ≠ 0 := by
    induction n with
    | zero => simpa using hu₀
    | succ n ih =>
      rw [pow_succ', mul_assoc, hscale _ (by positivity)]
      exact mul_ne_zero (neg_ne_zero.2 hk.ne') ih
  obtain ⟨n, hn⟩ := exists_pow_lt_of_lt_one (div_pos hε hr₀) hq
  have hc : 0 < q ^ n * r₀ := by positivity
  have hcε : q ^ n * r₀ < ε := (lt_div_iff₀ hr₀).1 hn
  have huc := hne n
  generalize q ^ n * r₀ = c at hc hcε huc
  have ha : 0 < q * c := mul_pos hq0 hc
  have hac : q * c < c := by nlinarith
  have hsign : u (q * c) * u c < 0 := by
    rw [hscale c hc]
    have h1 : 0 < k * u c ^ 2 := by positivity
    linarith [show -k * u c * u c = -(k * u c ^ 2) by ring]
  -- the intermediate value theorem between two successive points
  have hcont : ContinuousOn u (Set.uIcc (q * c) c) := by
    obtain ⟨v, w, hd⟩ := h
    intro x hx
    rw [Set.uIcc_of_le hac.le] at hx
    exact (hd x (lt_of_lt_of_le ha hx.1)).1.continuousAt.continuousWithinAt
  have hzero : (0 : ℝ) ∈ Set.uIcc (u (q * c)) (u c) := by
    rw [Set.mem_uIcc]
    rcases mul_neg_iff.1 hsign with h1 | h1
    · exact Or.inr ⟨h1.2.le, h1.1.le⟩
    · exact Or.inl ⟨h1.1.le, h1.2.le⟩
  obtain ⟨b, hb, hub⟩ := intermediate_value_uIcc hcont hzero
  rw [Set.uIcc_of_le hac.le] at hb
  refine ⟨q * c, b, c, ha, lt_of_le_of_ne hb.1 ?_, lt_of_le_of_ne hb.2 ?_, hcε, hsign, hub⟩
  · intro hab
    rw [hab, hub, zero_mul] at hsign
    exact lt_irrefl _ hsign
  · intro hbc
    exact huc (hbc ▸ hub)
```

For a single particle at zero energy in a pure inverse-square potential, this limits what a radial mesh can show: above the threshold, a mesh that starts at any positive radius leaves infinitely many nodes of every nonzero real solution below its first point.

## Up to the threshold, a power has no zeros

Try \(u=r^s\). Substitution gives

\[
u''+\frac{g}{r^2}u=\bigl[s(s-1)+g\bigr]r^{s-2},
\]

so the exponent must satisfy \(s(s-1)+g=0\). For \(g\le1/4\), the choice

\[
s=\tfrac12+\sqrt{\tfrac14-g}
\]

is real, and \(s(s-1)=(s-\tfrac12)^2-\tfrac14=-g\), as required. Without attraction, \(C=0\), we have \(g=-l(l+1)\) and \(s=l+1\), which is the familiar regular behaviour \(u=r^{l+1}\). At the threshold itself, \(s=1/2\) and the solution is \(\sqrt r\).

In the proof, `hi` is the equation for the exponent. The two derivatives come from the power rule, and `e` rewrites \(r^{s-2}\) as \(r^s/r^2\).

```lean
/-- For `g ≤ 1/4` the power `r^s` with `s = 1/2 + √(1/4 - g)` solves the radial equation. -/
theorem power_solution {g : ℝ} (hg : g ≤ 1 / 4) :
    IsRadialSolution g (fun r => r ^ (1 / 2 + √(1 / 4 - g))) := by
  have hs := Real.sq_sqrt (show 0 ≤ 1 / 4 - g by linarith)
  -- the indicial equation s(s - 1) + g = 0
  obtain ⟨s, hs', hi⟩ : ∃ s, s = 1 / 2 + √(1 / 4 - g) ∧ s * (s - 1) + g = 0 :=
    ⟨_, rfl, by linear_combination hs⟩
  rw [← hs']
  refine ⟨fun r => s * r ^ (s - 1), fun r => s * ((s - 1) * r ^ (s - 1 - 1)),
    fun r hr => ⟨Real.hasDerivAt_rpow_const (Or.inl hr.ne'),
      (Real.hasDerivAt_rpow_const (Or.inl hr.ne')).const_mul s, ?_⟩⟩
  have e : r ^ (s - 1 - 1) = r ^ s / r ^ 2 := by
    rw [Real.rpow_sub_one hr.ne', Real.rpow_sub_one hr.ne', div_div, sq]
  simp only [e]
  linear_combination (r ^ s / r ^ 2) * hi
```

## The threshold as an equivalence

Suppose a real solution without zeros exists and \(g>1/4\). It is nonzero at \(r=1\), so the oscillation theorem gives it a zero in \((0,1)\), a contradiction. Hence \(g\le1/4\). Conversely, for \(g\le1/4\) the power \(r^s\) is positive at every \(r>0\).

The Lean statement has the same two directions. Its left side asks for one function `u` that satisfies `IsRadialSolution g u` and is nonzero at every positive radius. Other solutions for the same \(g\) may have a zero: for \(g=0\), the solution \(r-1\) vanishes at \(r=1\).

```lean
/-- The inverse-square radial equation has a real solution without zeros on `r > 0` if and
only if `g ≤ 1/4`. -/
theorem exists_nodeless_solution_iff (g : ℝ) :
    (∃ u : ℝ → ℝ, IsRadialSolution g u ∧ ∀ r : ℝ, 0 < r → u r ≠ 0) ↔ g ≤ 1 / 4 := by
  constructor
  · rintro ⟨u, h, hu⟩
    by_contra hg
    obtain ⟨a, b, c, ha, hab, -, -, -, hb⟩ :=
      oscillates_near_origin (not_le.1 hg) h one_pos (hu 1 one_pos) one_pos
    exact hu b (ha.trans hab) hb
  · intro hg
    exact ⟨_, power_solution hg, fun r hr => (Real.rpow_pos_of_pos hr _).ne'⟩

end

end InverseSquareRadial
```

```lean
#print axioms InverseSquareRadial.exists_nodeless_solution_iff
-- 'InverseSquareRadial.exists_nodeless_solution_iff' depends on axioms: [propext, Classical.choice, Quot.sound]
```

The equivalence fails if \(u\) may take complex values. For \(g=1/4+\omega^2\) with \(\omega>0\), the function \(r^{1/2+i\omega}=\sqrt r\,e^{i\omega\log r}\) solves the equation, because \(s=\tfrac12+i\omega\) satisfies \(s(s-1)=-g\). Its modulus is \(\sqrt r\), so it has no zero on \(r>0\). Its real and imaginary parts each vanish infinitely often, but never at the same radius.

At a nonzero energy \(E\) the radial equation gains the term \(2mEu/\hbar^2\). For \(g>1/4\) this is small beside \(gu/r^2\) near the origin, but showing that zeros still accumulate there takes a further argument, such as Sturm comparison, that the theorems above do not supply. The equivalence itself does not carry over to \(E>0\): every real solution then has zeros at large \(r\), whatever the value of \(g\).
